# For positive semidefinite $X$, raising the order $m$ never increases the electron number of $X^m(1+m(1-X))$

For a natural number $m$, let
$$q_m(x) = x^m\bigl(1+m(1-x)\bigr).$$
If $X$ is a positive semidefinite complex matrix, then $\operatorname{Re}\operatorname{tr} q_{m+1}(X) \le \operatorname{Re}\operatorname{tr} q_m(X)$. For $m\ge 1$ the two sides are equal exactly when $X^2=X$. Both statements follow from the identity
$$q_m(x)-q_{m+1}(x) = (m+1)\,x^m(1-x)^2 .$$
For $m\ge1$ the polynomial has derivative $q_m'(x)=m(m+1)x^{m-1}(1-x)$, so it rises on $[0,1]$ and is flat at $x=1$.

In density-matrix purification for non-interacting or mean-field electrons in a finite orthonormal basis, $x$ is an occupation number, $X$ is an approximate one-particle density matrix and its trace is the electron number. The result compares the electron numbers obtained from the same $X$ at different polynomial orders.

## From one occupation number to the trace

Expanding gives $q_m(x)=(m+1)x^m-m\,x^{m+1}$. Differentiation for $m\ge1$ yields
$$q_m'(x)=m(m+1)x^{m-1}-m(m+1)x^m=m(m+1)x^{m-1}(1-x).$$

For the difference of successive orders, take out the factor $x^m$:
$$\begin{aligned}
q_m-q_{m+1} &= x^m\bigl[1+m(1-x)-x-(m+1)x(1-x)\bigr]\\
&= x^m\bigl[(m+1)(1-x)-(m+1)x(1-x)\bigr]\\
&= (m+1)x^m(1-x)^2 .
\end{aligned}$$
Only $x$ and $1$ appear, and they commute, so the same calculation holds for a matrix. Since $q_0=1$, adding the differences gives
$$1-q_m(x)=\sum_{k=0}^{m-1}(k+1)\,x^k(1-x)^2 .$$

For $0\le x\le1$ every term is non-negative. Hence $q_{m+1}(x)\le q_m(x)\le1$, and the defining formula shows that $q_{m+1}(x)\ge0$. At $x=\tfrac12$, for example, orders 1, 2 and 3 give $0.75$, $0.5$ and $0.3125$.

In the limit of infinite order, write $q_m(x)=x^m+(1-x)\,m x^m$. For $0\le x<1$ both $x^m$ and $m x^m$ tend to zero, and so does $q_m(x)$. At $x=1$ every order gives $1$. The limit on $[0,1]$ is therefore a step located at full occupation.

Now let $X$ be positive semidefinite. Because $X^m$ commutes with $1-X$,
$$X^m(1-X)^2=(1-X)X^m(1-X).$$
The right-hand side is positive semidefinite: for any vector $v$, its expectation value is that of $X^m$ in the vector $(1-X)v$. Its trace is non-negative, which proves the inequality. No upper bound on the eigenvalues of $X$ is needed.

Suppose that $m\ge1$ and the two electron numbers agree. Then $X^m(1-X)^2$ is positive semidefinite with zero trace, so it is zero. Set $Y=X(1-X)$, which is Hermitian. Multiplying by further factors of $X$ and $1-X$ gives
$$Y^{m+2}=X^2\bigl[X^m(1-X)^2\bigr](1-X)^m=0 .$$
A Hermitian matrix with a vanishing positive power is itself zero. Indeed, if $Y^{k+2}=0$, then $(Y^{k+1})^\dagger Y^{k+1}=Y^{2k+2}=0$, so $Y^{k+1}=0$, and the exponent can be lowered until it reaches one. Thus $X(1-X)=0$, which is $X^2=X$. Conversely, if $X(1-X)=0$ and $m\ge1$, then $X^m(1-X)^2=0$ and the two orders give the same matrix.

The case $m=0$ is different. The zero matrix is idempotent, but $q_0(0)=1$ and $q_1(0)=0$, so in any dimension $d\ge1$ the electron number drops from $d$ to $0$.

## Two branches in a purification step

A purification code typically starts by mapping the Hamiltonian linearly to a matrix with spectrum in $[0,1]$, with low energies sent to high occupations. A trace-correcting scheme then applies either $q_m(X)$ or its particle-hole reflection $1-q_m(1-X)$, choosing the branch by comparing the trace with the required electron number. At $m=1$ the branches are $2X-X^2$ and $X^2$. At $m=2$ they coincide in $3X^2-2X^3$.

The electron number of the first branch can be found before the polynomial is assembled, from
$$\operatorname{tr}q_m(X)=(m+1)\operatorname{tr}X^m-m\operatorname{tr}X^{m+1}.$$
Raising the order can only lower this number or leave it unchanged. On the reflected branch the direction is reversed, provided that $1-X$ is positive semidefinite.

## The polynomial and its identities in Lean

```lean
import Mathlib

open Matrix Filter
open scoped ComplexOrder Topology

namespace TraceCorrectingPurification
```

The scope `ComplexOrder` supplies the partial order on $\mathbb C$ in which $0\le z$ means that $z$ is real and non-negative. It is used below for traces of positive semidefinite matrices.

```lean
/-- The trace-correcting polynomial `x ^ m (1 + m (1 - x))` of order `m`, for an occupation
number or a density matrix `x`. -/
def purify {R : Type*} [Ring R] (m : ℕ) (x : R) : R :=
  x ^ m * (1 + m • (1 - x))
```

The definition `purify m x` is $q_m(x)$ in an arbitrary ring, which need not be commutative. One definition therefore serves for a real occupation and for a complex matrix. The expression `m • (1 - x)` is the $m$-fold sum of $1-x$, and `1` is the identity matrix when `x` is a matrix.

```lean
/-- Raising the order by one lowers the polynomial by `(m + 1) x ^ m (1 - x) ^ 2`. -/
theorem purify_sub_succ {R : Type*} [Ring R] (m : ℕ) (x : R) :
    purify m x - purify (m + 1) x = (m + 1) • (x ^ m * (1 - x) ^ 2) := by
  unfold purify
  simp only [pow_succ x m, pow_two, mul_add, mul_sub, sub_mul, smul_sub, mul_smul_comm,
    mul_one, one_mul, mul_assoc]
  module
```

This is the difference identity. The `simp only` step expands both sides into products of powers of `x`, and `module` compares the integer coefficients.

```lean
/-- The deviation of the order-`m` polynomial from one is `(1 - x) ^ 2` weighted by a sum of
powers of `x`. -/
theorem one_sub_purify {R : Type*} [Ring R] (m : ℕ) (x : R) :
    1 - purify m x = ∑ k ∈ Finset.range m, (k + 1) • (x ^ k * (1 - x) ^ 2) := by
  induction m with
  | zero => simp [purify]
  | succ m ih =>
    -- the differences between successive orders telescope
    rw [Finset.sum_range_succ, ← ih, ← purify_sub_succ]
    abel
```

The telescoped sum is proved by induction on the order. `Finset.range m` runs over $k=0,\dots,m-1$, as in the derivation. In the induction step the last summand is replaced by the difference of two successive polynomials.

```lean
/-- The polynomial of order `m + 1` has slope `(m + 1)(m + 2) x ^ m (1 - x)` at the
occupation `x`. -/
theorem hasDerivAt_purify (m : ℕ) (x : ℝ) :
    HasDerivAt (purify (m + 1)) (((m : ℝ) + 1) * (m + 2) * x ^ m * (1 - x)) x := by
  have h1 : HasDerivAt (fun y : ℝ => y ^ (m + 1)) (((m : ℝ) + 1) * x ^ m) x := by
    simpa using hasDerivAt_pow (m + 1) x
  have h2 : HasDerivAt (fun y : ℝ => 1 + ((m : ℝ) + 1) * (1 - y)) (-((m : ℝ) + 1)) x := by
    have h := (((hasDerivAt_id' x).const_sub 1).const_mul ((m : ℝ) + 1)).const_add 1
    exact h.congr_deriv (by ring)
  have e : (purify (m + 1) : ℝ → ℝ) =
      fun y => y ^ (m + 1) * (1 + ((m : ℝ) + 1) * (1 - y)) := by
    funext y
    simp only [purify, nsmul_eq_mul, Nat.cast_add, Nat.cast_one]
  rw [e]
  exact (h1.fun_mul h2).congr_deriv (by ring)
```

The derivative is stated for order $m+1$, which avoids the exponent $m-1$. Replacing $m$ by $m-1$ recovers the formula given at the start. The facts `h1` and `h2` differentiate the two factors, and the product rule combines them.

## Occupations between zero and one

```lean
/-- For an occupation in `[0, 1]` the purified occupation stays in `[0, 1]` and does not
increase when the order is raised. -/
theorem purify_occupation {x : ℝ} (h0 : 0 ≤ x) (h1 : x ≤ 1) (m : ℕ) :
    0 ≤ purify (m + 1) x ∧ purify (m + 1) x ≤ purify m x ∧ purify m x ≤ 1 := by
  have hx : 0 ≤ 1 - x := sub_nonneg.mpr h1
  have hterm : ∀ k : ℕ, 0 ≤ (k + 1) • (x ^ k * (1 - x) ^ 2) := by
    intro k
    rw [nsmul_eq_mul]
    positivity
  refine ⟨?_, ?_, ?_⟩
  · simp only [purify, nsmul_eq_mul]
    positivity
  · have h := hterm m
    rw [← purify_sub_succ] at h
    linarith
  · have h := Finset.sum_nonneg (fun k (_ : k ∈ Finset.range m) => hterm k)
    rw [← one_sub_purify] at h
    linarith
```

The theorem collects three inequalities for $x\in[0,1]$: $0\le q_{m+1}(x)$, $q_{m+1}(x)\le q_m(x)$ and $q_m(x)\le1$. The auxiliary fact `hterm` says that each term $(k+1)x^k(1-x)^2$ is non-negative. One such term gives the ordering, and their sum gives the upper bound.

```lean
/-- Every occupation in `[0, 1)` is sent to zero in the limit of infinite order. -/
theorem tendsto_purify {x : ℝ} (h0 : 0 ≤ x) (h1 : x < 1) :
    Tendsto (fun m : ℕ => purify m x) atTop (𝓝 0) := by
  have h := (tendsto_pow_atTop_nhds_zero_of_lt_one h0 h1).add
    ((tendsto_self_mul_const_pow_of_lt_one h0 h1).const_mul (1 - x))
  rw [mul_zero, add_zero] at h
  refine h.congr fun m => ?_
  simp only [purify, nsmul_eq_mul]
  ring
```

The limit assumes $x<1$ strictly. The proof adds the limits of $x^m$ and $(1-x)\,m x^m$, then identifies the sum with `purify m x`.

## Positive semidefinite density matrices

```lean
variable {n : Type*} [Fintype n] [DecidableEq n]

/-- The electron number of a density matrix: the real part of its trace. -/
def electronNumber (X : Matrix n n ℂ) : ℝ := (trace X).re
```

The finite type `n` labels the basis functions. `electronNumber` is the real part of the trace, which is the electron number when the basis is orthonormal and each diagonal entry counts one spin orbital. A closed-shell spatial density matrix with occupations up to two must be halved before it is purified, and `electronNumber` then counts the electrons of one spin. For a Hermitian matrix the trace is already real, so taking the real part loses nothing.

```lean
/-- For a positive semidefinite density matrix, the purified matrix of order `m` minus that of
order `m + 1` is positive semidefinite. -/
theorem posSemidef_purify_sub_succ {X : Matrix n n ℂ} (hX : X.PosSemidef) (m : ℕ) :
    (purify m X - purify (m + 1) X).PosSemidef := by
  have hH : (1 - X)ᴴ = 1 - X := by
    rw [conjTranspose_sub, conjTranspose_one, hX.isHermitian.eq]
  have c : Commute (X ^ m) (1 - X) :=
    (Commute.one_right _).sub_right ((Commute.refl X).pow_left m)
  -- write `X ^ m * (1 - X) ^ 2` as a congruence of the positive semidefinite matrix `X ^ m`
  have hA : (X ^ m * (1 - X) ^ 2).PosSemidef := by
    have h := (hX.pow m).conjTranspose_mul_mul_same (1 - X)
    rw [hH] at h
    rwa [pow_two, ← mul_assoc, c.eq]
  have hk : ∀ k : ℕ, (k • (X ^ m * (1 - X) ^ 2)).PosSemidef := by
    intro k
    induction k with
    | zero => rw [zero_smul]; exact PosSemidef.zero
    | succ k ih => rw [succ_nsmul]; exact ih.add hA
  rw [purify_sub_succ]
  exact hk (m + 1)
```

The hypothesis `X.PosSemidef` says that `X` is Hermitian with non-negative expectation values. Physically, no orbital has negative occupation. The proof follows the rearrangement $(1-X)X^m(1-X)$: `c` is the commutation relation, `hA` is the positivity of the product, and `hk` extends it to natural-number multiples.

The conclusion is stronger than a statement about traces. It says that $q_m(X)-q_{m+1}(X)$ is positive semidefinite, so the expectation value of the purified matrix in any fixed orbital does not increase with the order.

```lean
/-- For a positive semidefinite density matrix `X`, the electron number of `purify m X` never
increases with the order `m`. -/
theorem electronNumber_antitone {X : Matrix n n ℂ} (hX : X.PosSemidef) :
    Antitone (fun m : ℕ => electronNumber (purify m X)) := by
  refine antitone_nat_of_succ_le fun m => ?_
  have h := (Complex.le_def.mp (posSemidef_purify_sub_succ hX m).trace_nonneg).1
  rw [trace_sub, Complex.sub_re, Complex.zero_re] at h
  unfold electronNumber
  linarith
```

`Antitone` means that the electron number is non-increasing over all orders, including $m=0$. It suffices to compare neighbouring orders, where the trace of the positive semidefinite difference has a non-negative real part.

```lean
/-- A Hermitian matrix with a vanishing positive power is zero. -/
theorem hermitian_eq_zero_of_pow {Y : Matrix n n ℂ} (hY : Y.IsHermitian) (k : ℕ)
    (h : Y ^ (k + 1) = 0) : Y = 0 := by
  induction k with
  | zero => simpa using h
  | succ k ih =>
    apply ih
    apply conjTranspose_mul_self_eq_zero.mp
    rw [conjTranspose_pow, hY.eq, ← pow_add,
      show k + 1 + (k + 1) = (k + 1 + 1) + k by omega, pow_add, h, zero_mul]
```

This lemma carries out the descent for Hermitian matrices. The exponent is written `k + 1` so that it is positive. In the induction step, `conjTranspose_mul_self_eq_zero` supplies the fact that $A^\dagger A=0$ implies $A=0$, applied to $A=Y^{k+1}$.

```lean
/-- For a positive semidefinite density matrix `X`, raising the order from `m ≥ 1` to `m + 1` never
increases the electron number of the purified matrix, and leaves it unchanged exactly when the
density matrix is idempotent. -/
theorem electronNumber_succ_le_and_eq_iff {X : Matrix n n ℂ} (hX : X.PosSemidef)
    {m : ℕ} (hm : 1 ≤ m) :
    electronNumber (purify (m + 1) X) ≤ electronNumber (purify m X) ∧
      (electronNumber (purify (m + 1) X) = electronNumber (purify m X) ↔ X * X = X) := by
  refine ⟨electronNumber_antitone hX (Nat.le_succ m), ?_, ?_⟩
  · intro h
    have hP := posSemidef_purify_sub_succ hX m
    have him := (Complex.le_def.mp hP.trace_nonneg).2
    have ht : trace (purify m X - purify (m + 1) X) = 0 := by
      apply Complex.ext
      · rw [trace_sub, Complex.sub_re, Complex.zero_re]
        unfold electronNumber at h
        linarith
      · exact him.symm
    -- a positive semidefinite matrix of zero trace vanishes
    have hz := hP.trace_eq_zero_iff.mp ht
    rw [purify_sub_succ, ← Nat.cast_smul_eq_nsmul ℂ] at hz
    have hz' : X ^ m * (1 - X) ^ 2 = 0 :=
      (smul_eq_zero.mp hz).resolve_left (by exact_mod_cast Nat.succ_ne_zero m)
    have c : Commute X (1 - X) := (Commute.one_right X).sub_right (Commute.refl X)
    have hY : (X * (1 - X)).IsHermitian := by
      change (X * (1 - X))ᴴ = X * (1 - X)
      rw [conjTranspose_mul, conjTranspose_sub, conjTranspose_one, hX.isHermitian.eq, c.eq]
    -- hence a power of the idempotency error `X (1 - X)` vanishes
    have hpow : (X * (1 - X)) ^ (m + 1 + 1) = 0 := by
      calc (X * (1 - X)) ^ (m + 1 + 1)
          = X ^ (2 + m) * (1 - X) ^ (2 + m) := by
            rw [c.mul_pow, show m + 1 + 1 = 2 + m by omega]
        _ = X ^ 2 * (X ^ m * (1 - X) ^ 2) * (1 - X) ^ m := by
            rw [pow_add, pow_add]
            simp only [mul_assoc]
        _ = 0 := by rw [hz', mul_zero, zero_mul]
    have h0 := hermitian_eq_zero_of_pow hY (m + 1) hpow
    rw [mul_sub, mul_one] at h0
    exact (sub_eq_zero.mp h0).symm
  · intro h
    obtain ⟨k, rfl⟩ : ∃ k, m = k + 1 := ⟨m - 1, by omega⟩
    have h0 : X * (1 - X) = 0 := by rw [mul_sub, mul_one, h, sub_self]
    have hz : X ^ (k + 1) * (1 - X) ^ 2 = 0 := by
      rw [pow_succ, pow_two, mul_assoc, ← mul_assoc X, h0, zero_mul, mul_zero]
    have hd := purify_sub_succ (k + 1) X
    rw [hz, smul_zero] at hd
    rw [sub_eq_zero.mp hd]
```

The main theorem joins the inequality to its equality condition `X * X = X`. For a Hermitian matrix this condition describes an orthogonal projector, with every occupation equal to zero or one.

In the forward direction, equal electron numbers make the real part of the trace of the difference vanish. Positivity makes its imaginary part vanish as well, so the whole trace is zero and the difference matrix is zero (`hz`). Removing the non-zero factor $m+1$ gives `hz'`, the calculation in `hpow` shows that $(X(1-X))^{m+2}=0$, and the preceding lemma finishes the argument. In the reverse direction, `m` is written as `k + 1`, which provides the factor of $X$ needed to form $X(1-X)=0$.

```lean
/-- When `1 - X` is positive semidefinite, the electron number of the particle-hole reflected
polynomial `1 - purify m (1 - X)` never decreases with the order. -/
theorem electronNumber_hole_monotone {X : Matrix n n ℂ} (hX : (1 - X).PosSemidef) :
    Monotone (fun m : ℕ => electronNumber (1 - purify m (1 - X))) := by
  intro a b hab
  have h := electronNumber_antitone hX hab
  simp only [electronNumber, trace_sub, Complex.sub_re] at h ⊢
  linarith

end TraceCorrectingPurification
```

The reflected branch assumes that $1-X$ is positive semidefinite, which means that $X$ is Hermitian and no occupation exceeds one. Applying the earlier monotonicity to the hole matrix $1-X$ and subtracting from the trace of the identity reverses the inequality. `Monotone` states that the resulting electron number is non-decreasing in the order.

These theorems concern a single application of the polynomial in exact arithmetic. Convergence of repeated steps, the rule for choosing a branch, and the errors made when small matrix elements are discarded in a linear-scaling calculation require separate analysis.

```lean
#print axioms TraceCorrectingPurification.purify_occupation
-- 'TraceCorrectingPurification.purify_occupation' depends on axioms: [propext, Classical.choice, Quot.sound]
#print axioms TraceCorrectingPurification.tendsto_purify
-- 'TraceCorrectingPurification.tendsto_purify' depends on axioms: [propext, Classical.choice, Quot.sound]
#print axioms TraceCorrectingPurification.electronNumber_succ_le_and_eq_iff
-- 'TraceCorrectingPurification.electronNumber_succ_le_and_eq_iff' depends on axioms: [propext, Classical.choice, Quot.sound]
#print axioms TraceCorrectingPurification.electronNumber_hole_monotone
-- 'TraceCorrectingPurification.electronNumber_hole_monotone' depends on axioms: [propext, Classical.choice, Quot.sound]
```
